# The dipole matrix element between ns and np Slater orbitals on one atom

Q: The lone pair on the nitrogen of ammonia points away from the hydrogens. Described as a mixture of 2s and 2p, its charge has a centroid displaced from the nucleus, and a dipole moment computed from orbital populations, placed as point charges on the nuclei, misses that displacement. To include it one needs the integral $\langle ns|z|np_z\rangle$ on a single centre. I am told that its closed form has been proved in Lean. Was a spatial integral evaluated, or were some prefactors multiplied together?

A: A spatial integral was evaluated. For orbital exponents $z_s, z_p > 0$ and a common principal quantum number $n \ge 1$, the result is

$$\langle ns|z|np_z\rangle = \frac{(2n+1)\,(4 z_s z_p)^{n+1/2}}{\sqrt3\,(z_s+z_p)^{2n+2}} .$$

The plain $z$ inside the bracket is the coordinate $r\cos\theta$; below, $z$ alone denotes an exponent. The file starts with the radial function

$$R_n(z,r) = \frac{(2z)^{n+1/2}\, r^{n-1} e^{-zr}}{\sqrt{(2n)!}} .$$

```lean
import Mathlib

open MeasureTheory Set
open scoped Real

namespace SlaterHybridisationDipole

noncomputable section

/-- The Slater radial function with principal quantum number `n` and exponent `z`. -/
def slaterRadial (n : ℕ) (z r : ℝ) : ℝ :=
  (2 * z) ^ ((n : ℝ) + 1 / 2) * r ^ (n - 1) * Real.exp (-(z * r)) / √((2 * n).factorial : ℝ)
```

The exponent $n+\tfrac12$ is a real power, while `r ^ (n - 1)` is a natural-number power.

Q: And the angular parts? A wrong $\sqrt3$ would go straight into the answer.

A: They are the real spherical harmonics $1/\sqrt{4\pi}$ and $\sqrt3\cos\theta/\sqrt{4\pi}$, with $\theta$ the polar angle and $\varphi$ the azimuth. Each orbital is a real function of $r,\theta,\varphi$, so no complex conjugate is needed.

```lean
/-- The `ns` Slater orbital in spherical coordinates `r, θ, φ`. -/
def slaterS (n : ℕ) (z : ℝ) : ℝ → ℝ → ℝ → ℝ :=
  fun r _ _ => slaterRadial n z r * (1 / √(4 * π))

/-- The `np` Slater orbital along the `z` axis in spherical coordinates `r, θ, φ`. -/
def slaterPz (n : ℕ) (z : ℝ) : ℝ → ℝ → ℝ → ℝ :=
  fun r θ _ => slaterRadial n z r * (√3 / √(4 * π) * Real.cos θ)
```

Q: Which integral is taken over these functions?

A: An iterated one: $r$ from $0$ to $\infty$, $\theta$ from $0$ to $\pi$, $\varphi$ from $0$ to $2\pi$, with volume element $r^2\sin\theta$. The dipole is this integral applied to $ns\cdot(r\cos\theta)\cdot np_z$. It is a length, in bohr if the exponents are in inverse bohr; the electron's charge is not included.

```lean
/-- The integral over space in spherical coordinates, with volume element `r² sin θ`. -/
def spaceIntegral (f : ℝ → ℝ → ℝ → ℝ) : ℝ :=
  ∫ r in Ioi (0 : ℝ), ∫ θ in (0 : ℝ)..π, ∫ φ in (0 : ℝ)..(2 * π),
    f r θ φ * (r ^ 2 * Real.sin θ)

/-- The hybridisation dipole: the matrix element of the coordinate `r cos θ` between
the `ns` orbital and the `np` orbital along the axis. -/
def hybridDipole (n : ℕ) (zs zp : ℝ) : ℝ :=
  spaceIntegral fun r θ φ => slaterS n zs r θ φ * (r * Real.cos θ) * slaterPz n zp r θ φ
```

The file takes this spherical-coordinate integral as its definition of integration over space and does not derive it from Cartesian volume.

Q: Then the splitting into radial and angular factors has to be earned.

A: It is the first lemma. If the integrand is $F(r)G(\theta)$, the $\varphi$ integral gives $2\pi$, and the rest separates:

$$\int_0^\infty F(r)\,r^2\,dr \;\cdot\; 2\pi\int_0^\pi G(\theta)\sin\theta\,d\theta .$$

In the proof, `inner` does the $\varphi$ integral at fixed $r$ and moves the $r$-dependent factor out of the $\theta$ integral; `integral_mul_const` then takes the angular constant out of the radial integral.

```lean
/-- For an axially symmetric product function the integral over space is a radial integral
times an angular integral. -/
theorem spaceIntegral_separable (F G : ℝ → ℝ) :
    spaceIntegral (fun r θ _ => F r * G θ) =
      (∫ r in Ioi (0 : ℝ), F r * r ^ 2) * (2 * π * ∫ θ in (0 : ℝ)..π, G θ * Real.sin θ) := by
  have inner : ∀ r : ℝ, (∫ θ in (0 : ℝ)..π, ∫ _φ in (0 : ℝ)..(2 * π),
      F r * G θ * (r ^ 2 * Real.sin θ)) =
      F r * r ^ 2 * (2 * π * ∫ θ in (0 : ℝ)..π, G θ * Real.sin θ) := by
    intro r
    simp only [intervalIntegral.integral_const, sub_zero, smul_eq_mul]
    rw [← intervalIntegral.integral_const_mul, ← intervalIntegral.integral_const_mul]
    congr 1
    funext θ
    ring
  exact (congrArg (fun g : ℝ → ℝ => ∫ r in Ioi (0 : ℝ), g r) (funext inner)).trans
    (integral_mul_const _ _)
```

Q: Now the radial part, please, with the powers of $r$ counted.

A: Take a general moment $r^j$. The two radial functions supply $r^{2n-2}$ and the volume element supplies $r^2$, so the total power is $r^{2n+j}$. The exponentials combine to $e^{-(z_s+z_p)r}$, and the prefactors to $(4z_sz_p)^{n+1/2}/(2n)!$. With $\int_0^\infty r^k e^{-br}dr = k!/b^{k+1}$ for $b>0$,

$$\int_0^\infty R_n(z_s,r)R_n(z_p,r)\,r^{j+2}dr = \frac{(4z_sz_p)^{n+1/2}}{(2n)!}\,\frac{(2n+j)!}{(z_s+z_p)^{2n+j+1}} .$$

The Lean proof has the same layout: `gam` is the Gamma integral, `h1` and `h2` combine the prefactors, and `key` rewrites the integrand as a constant times a power times an exponential.

```lean
/-- The radial moments of a product of two Slater functions with the same principal
quantum number. -/
theorem radial_moment {n : ℕ} (hn : 1 ≤ n) (j : ℕ) {zs zp : ℝ} (hs : 0 < zs) (hp : 0 < zp) :
    ∫ r in Ioi (0 : ℝ), slaterRadial n zs r * slaterRadial n zp r * r ^ j * r ^ 2 =
      (4 * zs * zp) ^ ((n : ℝ) + 1 / 2) / ((2 * n).factorial : ℝ) *
        (((2 * n + j).factorial : ℝ) / (zs + zp) ^ (2 * n + j + 1)) := by
  -- the Gamma integral for a power times an exponential
  have gam : ∀ (k : ℕ) (b : ℝ), 0 < b →
      ∫ r in Ioi (0 : ℝ), r ^ k * Real.exp (-(b * r)) = (k.factorial : ℝ) / b ^ (k + 1) := by
    intro k b hb
    have h := Real.integral_rpow_mul_exp_neg_mul_Ioi
      (show (0 : ℝ) < (k : ℝ) + 1 by positivity) hb
    have e : (1 / b) ^ ((k : ℝ) + 1) = 1 / b ^ (k + 1) := by
      rw [show (k : ℝ) + 1 = ((k + 1 : ℕ) : ℝ) from (Nat.cast_succ k).symm,
        Real.rpow_natCast, one_div_pow]
    rw [Real.Gamma_nat_eq_factorial, e, add_sub_cancel_right] at h
    simp only [Real.rpow_natCast] at h
    rw [h]
    ring
  have h1 : (2 * zs) ^ ((n : ℝ) + 1 / 2) * (2 * zp) ^ ((n : ℝ) + 1 / 2) =
      (4 * zs * zp) ^ ((n : ℝ) + 1 / 2) := by
    rw [← Real.mul_rpow (by positivity) (by positivity),
      show 2 * zs * (2 * zp) = 4 * zs * zp by ring]
  have h2 : √((2 * n).factorial : ℝ) * √((2 * n).factorial : ℝ) = ((2 * n).factorial : ℝ) :=
    Real.mul_self_sqrt (by positivity)
  -- the powers of r combine because n is at least one
  have key : ∀ r : ℝ, slaterRadial n zs r * slaterRadial n zp r * r ^ j * r ^ 2 =
      (4 * zs * zp) ^ ((n : ℝ) + 1 / 2) / ((2 * n).factorial : ℝ) *
        (r ^ (2 * n + j) * Real.exp (-((zs + zp) * r))) := by
    intro r
    have h3 : Real.exp (-((zs + zp) * r)) = Real.exp (-(zs * r)) * Real.exp (-(zp * r)) := by
      rw [← Real.exp_add]
      congr 1
      ring
    have h4 : r ^ (2 * n + j) = r ^ (n - 1) * r ^ (n - 1) * r ^ j * r ^ 2 := by
      rw [← pow_add, ← pow_add, ← pow_add]
      congr 1
      omega
    rw [h3, h4, ← h1]
    rw [← h2]
    unfold slaterRadial
    ring
  simp_rw [key]
  rw [integral_const_mul, gam _ _ (add_pos hs hp)]
```

Q: Where does $n\ge1$ enter? It looks like decoration.

A: In `h4`, where the powers of $r$ are added. Subtraction of natural numbers stops at zero, so for $n=0$ the code reads $r^{n-1}$ as $r^0$, and the count $2n+j$ is wrong. Put $n=0$ and $z_s=z_p=1$. The radial function is then $\sqrt2\,e^{-r}$, its squared norm is $2\int_0^\infty r^2e^{-2r}dr=\tfrac12$, and the dipole integral is

$$\frac{1}{\sqrt3}\cdot 2\int_0^\infty r^3e^{-2r}dr = \frac{3}{4\sqrt3},$$

whereas the closed form would give $1/(2\sqrt3)$. The smallest allowed value, $n=1$, is covered by the theorem, but only as a statement about the functions defined here: an atom has no 1p orbital, because $l<n$.

Q: Fair. What remains before the main formula?

A: Two small facts. For equal exponents one needs $(x\cdot x)^{n+1/2}=x^{2n+1}$ for $x>0$, which turns the half-integer power into an ordinary one. For the angle one needs $\int_0^\pi\cos^2\theta\sin\theta\,d\theta=\tfrac23$, obtained from the antiderivative $-\tfrac13\cos^3\theta$. The lemma carries a constant factor $k$ along.

```lean
/-- A half-integer power of a square is an odd integer power. -/
theorem sq_half_power (n : ℕ) {x : ℝ} (hx : 0 < x) :
    (x * x) ^ ((n : ℝ) + 1 / 2) = x ^ (2 * n + 1) := by
  rw [Real.mul_rpow hx.le hx.le, ← Real.rpow_add hx,
    show (n : ℝ) + 1 / 2 + ((n : ℝ) + 1 / 2) = ((2 * n + 1 : ℕ) : ℝ) by push_cast; ring,
    Real.rpow_natCast]

/-- The polar integral of `cos² θ sin θ`, with a constant prefactor. -/
theorem polar_integral (k : ℝ) :
    ∫ θ in (0 : ℝ)..π, k * Real.cos θ ^ 2 * Real.sin θ = k * (2 / 3) := by
  have hd : ∀ x ∈ uIcc (0 : ℝ) π, HasDerivAt (fun t => -(Real.cos t ^ 3) / 3 * k)
      (k * Real.cos x ^ 2 * Real.sin x) x := by
    intro x _
    have h := ((((Real.hasDerivAt_cos x).fun_pow 3).fun_neg).div_const 3).mul_const k
    refine h.congr_deriv ?_
    ring
  rw [intervalIntegral.integral_eq_sub_of_hasDerivAt hd
    ((by fun_prop : Continuous fun θ : ℝ =>
      k * Real.cos θ ^ 2 * Real.sin θ).intervalIntegrable _ _), Real.cos_pi, Real.cos_zero]
  ring
```

Q: You still haven't shown me that the orbitals are normalised. A formula for unnormalised functions would be of no use to me.

A: That is a theorem as well. With $j=0$ and both exponents equal to $z$, the radial moment is

$$\frac{(2z)^{2n+1}}{(2n)!}\cdot\frac{(2n)!}{(2z)^{2n+1}}=1 .$$

The angular factors are $\frac{1}{4\pi}\cdot2\pi\cdot2=1$ for s and $\frac{3}{4\pi}\cdot2\pi\cdot\frac23=1$ for p. In the code `hrad` is the radial statement, and the two branches after `constructor` treat s and p in turn.

```lean
/-- The `ns` and `np` Slater orbitals both have norm one. -/
theorem orbitals_normalised {n : ℕ} (hn : 1 ≤ n) {z : ℝ} (hz : 0 < z) :
    spaceIntegral (fun r θ φ => slaterS n z r θ φ ^ 2) = 1 ∧
      spaceIntegral (fun r θ φ => slaterPz n z r θ φ ^ 2) = 1 := by
  have h4 : √(4 * π) * √(4 * π) = 4 * π := Real.mul_self_sqrt (by positivity)
  have hpi : π * π⁻¹ = 1 := mul_inv_cancel₀ Real.pi_ne_zero
  have hrad : ∫ r in Ioi (0 : ℝ), slaterRadial n z r * slaterRadial n z r * r ^ 0 * r ^ 2
      = 1 := by
    have hF : ((2 * n).factorial : ℝ) ≠ 0 := by positivity
    have hD : (2 * z) ^ (2 * n + 1) ≠ 0 := by positivity
    rw [radial_moment hn 0 hz hz, show 4 * z * z = 2 * z * (2 * z) by ring,
      sq_half_power n (by positivity), show z + z = 2 * z by ring, add_zero]
    field_simp
  constructor
  · have hk : 1 / √(4 * π) * (1 / √(4 * π)) = 1 / (4 * π) := by
      rw [div_mul_div_comm, h4, one_mul]
    have h : (fun r θ φ => slaterS n z r θ φ ^ 2) = fun r _ _ =>
        (slaterRadial n z r * slaterRadial n z r * r ^ 0) * (1 / (4 * π)) := by
      funext r θ φ
      simp only [slaterS]
      linear_combination (slaterRadial n z r * slaterRadial n z r) * hk
    rw [h]
    refine (spaceIntegral_separable
      (fun r => slaterRadial n z r * slaterRadial n z r * r ^ 0)
      (fun _ => 1 / (4 * π))).trans ?_
    rw [hrad, intervalIntegral.integral_const_mul, integral_sin, Real.cos_pi, Real.cos_zero]
    linear_combination hpi
  · have hk : √3 / √(4 * π) * (√3 / √(4 * π)) = 3 / (4 * π) := by
      rw [div_mul_div_comm, h4, Real.mul_self_sqrt (by norm_num)]
    have h : (fun r θ φ => slaterPz n z r θ φ ^ 2) = fun r θ _ =>
        (slaterRadial n z r * slaterRadial n z r * r ^ 0) *
          (3 / (4 * π) * Real.cos θ ^ 2) := by
      funext r θ φ
      simp only [slaterPz]
      linear_combination (slaterRadial n z r * slaterRadial n z r * Real.cos θ ^ 2) * hk
    rw [h]
    refine (spaceIntegral_separable
      (fun r => slaterRadial n z r * slaterRadial n z r * r ^ 0)
      (fun θ => 3 / (4 * π) * Real.cos θ ^ 2)).trans ?_
    rw [hrad, polar_integral]
    linear_combination hpi
```

Q: Then assemble the dipole.

A: The integrand is $R_n(z_s,r)R_n(z_p,r)\,r$ times $\frac{\sqrt3}{4\pi}\cos^2\theta$. The angular factor is

$$2\pi\cdot\frac{\sqrt3}{4\pi}\cdot\frac23=\frac1{\sqrt3},$$

and the radial moment with $j=1$ is

$$\frac{(4z_sz_p)^{n+1/2}}{(2n)!}\cdot\frac{(2n+1)!}{(z_s+z_p)^{2n+2}} = \frac{(2n+1)(4z_sz_p)^{n+1/2}}{(z_s+z_p)^{2n+2}} .$$

Their product is the formula at the start. In the proof, `h` puts the integrand into separable form, `hang` is the factor $1/\sqrt3$, `hfac` is $(2n+1)!=(2n+1)(2n)!$, and the last line cancels $(2n)!$.

```lean
/-- The hybridisation dipole of `ns` and `np` Slater orbitals with arbitrary positive
exponents, in closed form. -/
theorem hybridDipole_eq {n : ℕ} (hn : 1 ≤ n) {zs zp : ℝ} (hs : 0 < zs) (hp : 0 < zp) :
    hybridDipole n zs zp =
      (2 * n + 1) * (4 * zs * zp) ^ ((n : ℝ) + 1 / 2) / (√3 * (zs + zp) ^ (2 * n + 2)) := by
  have h4 : √(4 * π) * √(4 * π) = 4 * π := Real.mul_self_sqrt (by positivity)
  have h3 : √3 * √3 = (3 : ℝ) := Real.mul_self_sqrt (by norm_num)
  have hpi : π * π⁻¹ = 1 := mul_inv_cancel₀ Real.pi_ne_zero
  have hk : 1 / √(4 * π) * (√3 / √(4 * π)) = √3 / (4 * π) := by
    rw [div_mul_div_comm, h4, one_mul]
  have h : (fun r θ φ => slaterS n zs r θ φ * (r * Real.cos θ) * slaterPz n zp r θ φ) =
      fun r θ _ => (slaterRadial n zs r * slaterRadial n zp r * r ^ 1) *
        (√3 / (4 * π) * Real.cos θ ^ 2) := by
    funext r θ φ
    simp only [slaterS, slaterPz]
    linear_combination
      (slaterRadial n zs r * slaterRadial n zp r * r * Real.cos θ ^ 2) * hk
  -- the angular factor is 1/√3
  have hang : 2 * π * (√3 / (4 * π) * (2 / 3)) = 1 / √3 := by
    rw [eq_div_iff (by positivity)]
    linear_combination (1 / 3 * π * π⁻¹) * h3 + hpi
  have hfac : ((2 * n + 1).factorial : ℝ) = (2 * n + 1) * ((2 * n).factorial : ℝ) := by
    exact_mod_cast Nat.factorial_succ (2 * n)
  have hF : ((2 * n).factorial : ℝ) * ((2 * n).factorial : ℝ)⁻¹ = 1 :=
    mul_inv_cancel₀ (by positivity)
  unfold hybridDipole
  rw [h]
  refine (spaceIntegral_separable
    (fun r => slaterRadial n zs r * slaterRadial n zp r * r ^ 1)
    (fun θ => √3 / (4 * π) * Real.cos θ ^ 2)).trans ?_
  rw [radial_moment hn 1 hs hp, polar_integral, hang, hfac,
    show 2 * n + 1 + 1 = 2 * n + 2 from rfl]
  generalize (4 * zs * zp) ^ ((n : ℝ) + 1 / 2) = A
  generalize (zs + zp) ^ (2 * n + 2) = D
  linear_combination ((2 * n + 1) * A * D⁻¹ * (√3)⁻¹) * hF
```

Q: CNDO usually gives s and p the same exponent. Does the familiar expression come out?

A: Yes. With $z_s=z_p=z$ the numerator contains $(4z^2)^{n+1/2}=(2z)^{2n+1}$ and the denominator $(2z)^{2n+2}$, which leaves $(2n+1)/(2\sqrt3\,z)$. For $n=2$ this is $5/(2\sqrt3\,z)$.

```lean
/-- With a common exponent `z` the hybridisation dipole is `(2n+1)/(2√3 z)`. -/
theorem hybridDipole_equal {n : ℕ} (hn : 1 ≤ n) {z : ℝ} (hz : 0 < z) :
    hybridDipole n z z = (2 * n + 1) / (2 * √3 * z) := by
  have hP : (2 * z) ^ (2 * n + 1) ≠ 0 := by positivity
  rw [hybridDipole_eq hn hz hz, show 4 * z * z = 2 * z * (2 * z) by ring,
    sq_half_power n (by positivity), show z + z = 2 * z by ring,
    show (2 * z) ^ (2 * n + 2) = (2 * z) ^ (2 * n + 1) * (2 * z) from pow_succ _ _]
  generalize (2 * z) ^ (2 * n + 1) = P at hP ⊢
  field_simp

/-- For `2s` and `2p` orbitals with a common exponent `z` the dipole is `5/(2√3 z)`. -/
theorem hybridDipole_second_row {z : ℝ} (hz : 0 < z) :
    hybridDipole 2 z z = 5 / (2 * √3 * z) := by
  rw [hybridDipole_equal (by norm_num) hz]
  norm_num
```

Q: And if a parametrisation lets the two exponents drift apart?

A: At fixed mean exponent the dipole gets smaller than its equal-exponent value. The denominator depends only on $z_s+z_p$, and

$$4z_sz_p=(z_s+z_p)^2-(z_s-z_p)^2<(z_s+z_p)^2$$

when the exponents differ. Raising both sides to the positive power $n+\tfrac12$ preserves the inequality; that is `hlt`, and the final line multiplies and divides by positive quantities. The hypothesis `zs ≠ zp` is what makes the inequality strict.

```lean
/-- Two different exponents give a strictly smaller hybridisation dipole than two equal
exponents with the same mean. -/
theorem hybridDipole_lt_mean {n : ℕ} (hn : 1 ≤ n) {zs zp : ℝ} (hs : 0 < zs) (hp : 0 < zp)
    (hne : zs ≠ zp) :
    hybridDipole n zs zp < hybridDipole n ((zs + zp) / 2) ((zs + zp) / 2) := by
  have hm : 0 < (zs + zp) / 2 := by positivity
  have hsq : 0 < (zs - zp) ^ 2 := by
    have := sub_ne_zero.mpr hne
    positivity
  -- the geometric mean lies below the arithmetic mean
  have hlt : (4 * zs * zp) ^ ((n : ℝ) + 1 / 2) <
      (4 * ((zs + zp) / 2) * ((zs + zp) / 2)) ^ ((n : ℝ) + 1 / 2) :=
    Real.rpow_lt_rpow (by positivity) (by nlinarith) (by positivity)
  rw [hybridDipole_eq hn hs hp, hybridDipole_eq hn hm hm,
    show (zs + zp) / 2 + (zs + zp) / 2 = zs + zp by ring]
  exact div_lt_div_of_pos_right (mul_lt_mul_of_pos_left hlt (by positivity)) (by positivity)

end

end SlaterHybridisationDipole
```

```lean
#print axioms SlaterHybridisationDipole.orbitals_normalised
-- 'SlaterHybridisationDipole.orbitals_normalised' depends on axioms: [propext, Classical.choice, Quot.sound]
#print axioms SlaterHybridisationDipole.hybridDipole_eq
-- 'SlaterHybridisationDipole.hybridDipole_eq' depends on axioms: [propext, Classical.choice, Quot.sound]
#print axioms SlaterHybridisationDipole.hybridDipole_second_row
-- 'SlaterHybridisationDipole.hybridDipole_second_row' depends on axioms: [propext, Classical.choice, Quot.sound]
#print axioms SlaterHybridisationDipole.hybridDipole_lt_mean
-- 'SlaterHybridisationDipole.hybridDipole_lt_mean' depends on axioms: [propext, Classical.choice, Quot.sound]
```

Q: Where would I meet this number in a program?

A: In the dipole routine of a CNDO, INDO or NDDO code with an s,p valence basis. Besides the point-charge term, each atom $A$ that carries p orbitals contributes, in atomic units,

$$\mu_z^{A} = -2\,P_{s_A,p_{z,A}}\,\langle ns|z|np_z\rangle ,$$

where $P$ is the spin-summed density matrix. The 2 counts the sp and ps elements, and the minus sign is the electron's charge. MNDO-type programs also use the same expression as a length: the sp charge distribution is represented by charges $+\tfrac12$ and $-\tfrac12$, each at this distance from the nucleus on opposite sides, which reproduces its dipole.

Q: So what am I still taking on trust?

A: The model. Both orbitals are single Slater functions on one centre with the same $n$; contracted functions, two-centre elements and shells with different principal quantum numbers are not treated. The exponents are inputs, and the density matrix has to come from your own calculation. The theorem fixes the value of this integral for given exponents; it does not show that the resulting molecular dipole agrees with experiment.
